# An open fermion line read against its arrow: reversed vertices, opposite momenta and one minus sign

To compare an open fermion line read along its arrow with the same line read against it, we model the line as a finite list whose entries are either vertices with arbitrary spin matrices or momenta of internal fermions, all of the same mass, with a spinor of ordinary complex components at each end. If every propagator on the line exists, and the charge conjugation matrix $C$ is invertible and antisymmetric with $C(\gamma^\mu)^TC^{-1}=-\gamma^\mu$, the two readings agree up to one minus sign once each vertex matrix $\Gamma$ is replaced by $C\Gamma^TC^{-1}$, each momentum is negated, and the end spinors change places: a row $w$ at one end becomes the column $Cw^T$ at the other, and conversely.

```lean
import Mathlib

open Matrix

namespace FermionFlow

noncomputable section

/-- An element of an open fermion line: a vertex with an arbitrary spin matrix, or an internal
fermion with given covariant momentum components. -/
inductive Element (n ι : Type*) where
  | vertex (Γ : Matrix n n ℂ) : Element n ι
  | internal (p : ι → ℂ) : Element n ι

variable {n ι : Type*} [Fintype n] [DecidableEq n] [Fintype ι]

/-- The flow-reversed matrix `G' = C Gᵀ C⁻¹`, for an invertible matrix `C`. -/
def flowReverse (C G : Matrix n n ℂ) : Matrix n n ℂ := C * Gᵀ * C⁻¹

/-- The Feynman slash: the sum of `p_μ γ^μ` over `μ`. -/
def slash (γ : ι → Matrix n n ℂ) (p : ι → ℂ) : Matrix n n ℂ := ∑ μ, p μ • γ μ

/-- The fermion propagator `(pslash - m)⁻¹`, without the factor `i`, for momenta at which
`pslash - m` is invertible. -/
def propagator (γ : ι → Matrix n n ℂ) (m : ℂ) (p : ι → ℂ) : Matrix n n ℂ :=
  (slash γ p - m • (1 : Matrix n n ℂ))⁻¹

/-- The matrix of an element of the line: `Γ` for a vertex, and the propagator without its factor
`i` for an internal fermion, where `pslash - m` has to be invertible. -/
def Element.value (γ : ι → Matrix n n ℂ) (m : ℂ) : Element n ι → Matrix n n ℂ
  | .vertex Γ => Γ
  | .internal p => FermionFlow.propagator γ m p

/-- The element read against the flow: a vertex `Γ` becomes `Γ'`, a momentum `p` becomes `-p`.
The matrix `C` is invertible. -/
def Element.reversed (C : Matrix n n ℂ) : Element n ι → Element n ι
  | .vertex Γ => .vertex (flowReverse C Γ)
  | .internal p => .internal (-p)

/-- An element is regular if it is a vertex, or an internal fermion whose `pslash - m` is
invertible. -/
def Element.Regular (γ : ι → Matrix n n ℂ) (m : ℂ) : Element n ι → Prop
  | .vertex _ => True
  | .internal p => IsUnit (slash γ p - m • (1 : Matrix n n ℂ)).det

variable {C : Matrix n n ℂ} {γ : ι → Matrix n n ℂ}

/-- For invertible `C`, flow reversal exchanges the order of two factors. -/
theorem flowReverse_mul (hC : IsUnit C.det) (A B : Matrix n n ℂ) :
    flowReverse C (A * B) = flowReverse C B * flowReverse C A := by
  have h : C⁻¹ * C = 1 := Matrix.nonsing_inv_mul C hC
  unfold flowReverse
  rw [Matrix.transpose_mul]
  -- insert `1 = C⁻¹ C` between the transposed factors
  calc C * (Bᵀ * Aᵀ) * C⁻¹ = C * Bᵀ * 1 * Aᵀ * C⁻¹ := by
        simp only [mul_one, mul_assoc]
    _ = C * Bᵀ * (C⁻¹ * C) * Aᵀ * C⁻¹ := by rw [h]
    _ = C * Bᵀ * C⁻¹ * (C * Aᵀ * C⁻¹) := by simp only [mul_assoc]

/-- For invertible `C`, the flow reversal of a product of any number of matrices is the product
of the reversed matrices in the opposite order. -/
theorem flowReverse_prod (hC : IsUnit C.det) (L : List (Matrix n n ℂ)) :
    flowReverse C L.prod = (L.map (flowReverse C)).reverse.prod := by
  induction L with
  | nil => simp [flowReverse, Matrix.mul_nonsing_inv C hC]
  | cons A L ih =>
    rw [List.prod_cons, flowReverse_mul hC, ih]
    simp only [List.map_cons, List.reverse_cons, List.prod_append, List.prod_singleton]

/-- For invertible antisymmetric `C`, a spinor chain `w₁ G₁ ⋯ Gₙ C w₂ᵀ` equals minus the chain
`w₂ Gₙ' ⋯ G₁' C w₁ᵀ`. -/
theorem chain_reverse (hC : IsUnit C.det) (hT : Cᵀ = -C) (L : List (Matrix n n ℂ))
    (w₁ w₂ : n → ℂ) :
    w₁ ⬝ᵥ L.prod *ᵥ (C *ᵥ w₂) =
      -(w₂ ⬝ᵥ (L.map (flowReverse C)).reverse.prod *ᵥ (C *ᵥ w₁)) := by
  rw [← flowReverse_prod hC]
  have h : flowReverse C L.prod * C = C * L.prodᵀ := by
    unfold flowReverse
    rw [mul_assoc, Matrix.nonsing_inv_mul C hC, mul_one]
  -- antisymmetry of `C` supplies the sign
  have h2 : C * L.prodᵀ = -(L.prod * C)ᵀ := by
    rw [Matrix.transpose_mul, hT, neg_mul, neg_neg]
  rw [Matrix.mulVec_mulVec, Matrix.mulVec_mulVec, h, h2, Matrix.neg_mulVec, dotProduct_neg,
    neg_neg, Matrix.mulVec_transpose, Matrix.dotProduct_mulVec]
  exact dotProduct_comm _ _

/-- For invertible antisymmetric `C`, the bilinear `w Γ C wᵀ` with the same spinor at both ends
vanishes if `Γ' = Γ`. -/
theorem self_bilinear_eq_zero (hC : IsUnit C.det) (hT : Cᵀ = -C) {Γ : Matrix n n ℂ}
    (hΓ : flowReverse C Γ = Γ) (w : n → ℂ) : w ⬝ᵥ Γ *ᵥ (C *ᵥ w) = 0 := by
  have h := chain_reverse hC hT [Γ] w w
  simp only [List.map_cons, List.map_nil, List.reverse_singleton, List.prod_singleton, hΓ] at h
  linear_combination h / 2

/-- If `C` is invertible and `γ^μ' = -γ^μ`, flow reversal turns `pslash - m` into
`-pslash - m`. -/
theorem flowReverse_slash (hC : IsUnit C.det) (hγ : ∀ μ, flowReverse C (γ μ) = -γ μ)
    (m : ℂ) (p : ι → ℂ) :
    flowReverse C (slash γ p - m • (1 : Matrix n n ℂ)) =
      slash γ (-p) - m • (1 : Matrix n n ℂ) := by
  have hg : ∀ μ, C * (γ μ)ᵀ * C⁻¹ = -γ μ := hγ
  simp only [flowReverse, slash, Matrix.transpose_sub, Matrix.transpose_sum,
    Matrix.transpose_smul, Matrix.transpose_one, mul_sub, sub_mul, Finset.mul_sum,
    Finset.sum_mul, Matrix.mul_smul, Matrix.smul_mul, mul_one, Matrix.mul_nonsing_inv C hC,
    hg, Pi.neg_apply, neg_smul, smul_neg]

/-- Let `C` be invertible and `γ^μ' = -γ^μ`. If `pslash - m` is invertible, so is `-pslash - m`,
and the flow-reversed propagator is the propagator of momentum `-p`. -/
theorem propagator_reverse (hC : IsUnit C.det) (hγ : ∀ μ, flowReverse C (γ μ) = -γ μ)
    (m : ℂ) (p : ι → ℂ) (hp : IsUnit (slash γ p - m • (1 : Matrix n n ℂ)).det) :
    IsUnit (slash γ (-p) - m • (1 : Matrix n n ℂ)).det ∧
      flowReverse C (propagator γ m p) = propagator γ m (-p) := by
  -- reverse the relation `S(p) (pslash - m) = 1`
  have key : (slash γ (-p) - m • (1 : Matrix n n ℂ)) *
      flowReverse C (propagator γ m p) = 1 := by
    rw [← flowReverse_slash hC hγ m p, ← flowReverse_mul hC, propagator,
      Matrix.nonsing_inv_mul _ hp]
    simp [flowReverse, Matrix.mul_nonsing_inv C hC]
  exact ⟨Matrix.isUnit_det_of_right_inverse key, (Matrix.inv_eq_right_inv key).symm⟩

/-- Let `C` be invertible and antisymmetric with `γ^μ' = -γ^μ`. A fermion line of vertices and
invertible propagators equals minus the line read backwards, with vertices `Γ'` and momenta
`-p`, and the propagators of the reversed line exist too. -/
theorem fermion_flow_reversal (hC : IsUnit C.det) (hT : Cᵀ = -C)
    (hγ : ∀ μ, flowReverse C (γ μ) = -γ μ) (m : ℂ) (L : List (Element n ι))
    (hL : ∀ e ∈ L, e.Regular γ m) (w₁ w₂ : n → ℂ) :
    (∀ e ∈ L, (e.reversed C).Regular γ m) ∧
      w₁ ⬝ᵥ (L.map (Element.value γ m)).prod *ᵥ (C *ᵥ w₂) =
        -(w₂ ⬝ᵥ ((L.map (Element.reversed C)).reverse.map (Element.value γ m)).prod *ᵥ
          (C *ᵥ w₁)) := by
  have step : ∀ e : Element n ι, e.Regular γ m → (e.reversed C).Regular γ m ∧
      flowReverse C (e.value γ m) = (e.reversed C).value γ m := by
    intro e he
    cases e with
    | vertex Γ => exact ⟨trivial, rfl⟩
    | internal p => exact propagator_reverse hC hγ m p he
  refine ⟨fun e he => (step e (hL e he)).1, ?_⟩
  have hmap : (L.map (Element.value γ m)).map (flowReverse C) =
      (L.map (Element.reversed C)).map (Element.value γ m) := by
    rw [List.map_map, List.map_map]
    exact List.map_congr_left fun e he => (step e (hL e he)).2
  rw [chain_reverse hC hT, hmap, List.map_reverse]

/-- The four Dirac matrices `γ⁰, γ¹, γ², γ³` in the Dirac representation. -/
def diracGamma : Fin 4 → Matrix (Fin 4) (Fin 4) ℂ :=
  ![!![1, 0, 0, 0; 0, 1, 0, 0; 0, 0, -1, 0; 0, 0, 0, -1],
    !![0, 0, 0, 1; 0, 0, 1, 0; 0, -1, 0, 0; -1, 0, 0, 0],
    !![0, 0, 0, -Complex.I; 0, 0, Complex.I, 0; 0, Complex.I, 0, 0; -Complex.I, 0, 0, 0],
    !![0, 0, 1, 0; 0, 0, 0, -1; -1, 0, 0, 0; 0, 1, 0, 0]]

/-- The charge conjugation matrix `i γ² γ⁰` in the Dirac representation, written out. -/
def diracC : Matrix (Fin 4) (Fin 4) ℂ :=
  !![0, 0, 0, -1; 0, 0, 1, 0; 0, -1, 0, 0; 1, 0, 0, 0]

/-- In the Dirac representation the charge conjugation matrix is invertible and antisymmetric,
and all four Dirac matrices obey `γ^μ' = -γ^μ`. -/
theorem fermion_flow_reversal_witness :
    IsUnit diracC.det ∧ diracCᵀ = -diracC ∧
      ∀ μ, flowReverse diracC (diracGamma μ) = -diracGamma μ := by
  have hsq : diracC * (-diracC) = 1 := by
    ext i j
    fin_cases i <;> fin_cases j <;> simp [diracC, Matrix.mul_apply, Fin.sum_univ_four]
  have hC : IsUnit diracC.det := Matrix.isUnit_det_of_right_inverse hsq
  refine ⟨hC, ?_, fun μ => ?_⟩
  · ext i j
    fin_cases i <;> fin_cases j <;> simp [diracC]
  · -- it is enough to compare `C γᵀ` with `-γ C`
    have h : diracC * (diracGamma μ)ᵀ = -(diracGamma μ * diracC) := by
      fin_cases μ <;> ext i j <;> fin_cases i <;> fin_cases j <;>
        simp [diracC, diracGamma, Matrix.mul_apply, Fin.sum_univ_four]
    unfold flowReverse
    rw [h, neg_mul, mul_assoc, Matrix.mul_nonsing_inv _ hC, mul_one]

end

end FermionFlow
```

```lean
#print axioms FermionFlow.self_bilinear_eq_zero
#print axioms FermionFlow.fermion_flow_reversal
```

```
'FermionFlow.self_bilinear_eq_zero' depends on axioms: [propext, Classical.choice, Quot.sound]
'FermionFlow.fermion_flow_reversal' depends on axioms: [propext, Classical.choice, Quot.sound]
```

## The line and its two readings

Write $G'=C\,G^T C^{-1}$ for a spin matrix $G$; this is `flowReverse C G`. It involves a transpose and no complex conjugation, so numerical factors such as couplings pass through it unchanged.

The end spinors $w_1$ and $w_2$ are rows, and each has a partner column $C\,w_j^T$. In Lean both are functions `n → ℂ`, and the column is `C *ᵥ w₂`. The product `⬝ᵥ` is the plain sum of products of components, also without conjugation. A Dirac bar must therefore already be contained in $w_j$: for an outgoing fermion, $w_1$ is the row $\bar u$ itself. The letter `n` stands for the set of spinor component labels, whereas the subscript in the comments' $G_n$ counts factors. Below, the number of factors is $N$.

For any matrices $G_1,\dots,G_N$, `chain_reverse` says

$$w_1\,G_1G_2\cdots G_N\,C\,w_2^T=-\,w_2\,G_N'\cdots G_2'G_1'\,C\,w_1^T .$$

This needs only an invertible antisymmetric $C$. The list may be empty, in which case the statement is $w_1Cw_2^T=-w_2Cw_1^T$.

The main theorem, `fermion_flow_reversal`, applies this to a line built by Feynman rules. An `Element` is either `vertex Γ` or `internal p`. Its `value` is the matrix $\Gamma$ in the first case and the propagator

$$S(p)=(\slashed p-m)^{-1},\qquad \slashed p=\sum_\mu p_\mu\gamma^\mu,$$

in the second. The components $p_\mu$ are covariant, so no metric appears. The usual factor $i$ is left out of $S$; both readings contain the same number of propagators, so restoring it multiplies both sides equally. The `reversed` element has $\Gamma'$ in place of $\Gamma$, or $-p$ in place of $p$.

The hypothesis `hL` requires each element to be `Regular`, which for an internal fermion means that $\slashed p-m$ is invertible. Lean assigns the zero matrix to the inverse of a singular matrix, and this hypothesis keeps such values off the line. The theorem has two conclusions: the reversed elements are regular as well, and the line equals minus the reversed line.

## What the reversal means in a diagram

The condition $\gamma^{\mu\prime}=-\gamma^\mu$ expresses the opposite charge of the antiparticle. A photon vertex $-ie\gamma^\mu$ becomes $+ie\gamma^\mu$ when the line is read the other way. Reading a line in a given direction means following it from the right-hand end of the matrix product to the left-hand end: in $\bar u_1\cdots u_2$ this is the direction of the arrow, from the incoming to the outgoing fermion. The momentum $p$ in $S(p)$ is counted in that direction, so the same physical momentum flow is recorded as $-p$ after reversal.

Take a line with two photon vertices, as in Compton scattering, and let $u_2=C\bar v_2^T$ and $v_1=C\bar u_1^T$. The theorem gives

$$\bar u_1\gamma^\mu S(p)\gamma^\nu u_2=-\,\bar v_2\gamma^\nu S(-p)\gamma^\mu v_1 .$$

The two vertex signs cancel and the overall sign remains. Each Lorentz index has a fixed value here; contractions with photon propagators or polarisation vectors are sums taken afterwards.

The step that the hypotheses leave to the user is the identification of $w_j$ and $Cw_j^T$ with the external spinors of a process. The theorem imposes no Dirac equation on them, and the relation $v=C\bar u^T$ fixes a phase convention between particle and antiparticle spinors. In an amplitude, each diagram also carries the sign of the permutation that takes its external fermions, in the order in which they are read along the lines, to a fixed reference order. Reversing a line exchanges its two ends in that reading, and the resulting minus sign compensates the one found here.

The identity is useful in tree amplitudes with Majorana fermions, where a line has no preferred arrow, and in comparing programs that read lines in opposite directions; it concerns one open line with finitely many factors and commuting spinor components. Closed loops, which involve traces and loop integrals, lie beyond it.

The $\gamma^\mu$ in the theorem are any finite family of complex matrices with the stated property under $C$. Their anticommutation relations are never used. The mass and momenta may be complex, which leaves room for a small imaginary part in the mass. All internal fermions in `fermion_flow_reversal` share the one mass $m$. If the mass changes at a vertex, `propagator_reverse` applied to each propagator with its own mass, together with `chain_reverse`, gives the same rule. An invertible antisymmetric matrix necessarily has even size, as the $4\times4$ matrix of Dirac theory does.

## Transposing the chain

For two factors, insert $C^{-1}C=1$ between the transposed matrices:

$$(AB)'=C B^TA^TC^{-1}=C B^TC^{-1}\,C A^TC^{-1}=B'A'.$$

This is `flowReverse_mul`, whose `calc` block makes the same insertion. Also $1'=CC^{-1}=1$. Induction on the number of factors then gives

$$(G_1\cdots G_N)'=G_N'\cdots G_1',$$

which is `flowReverse_prod`. The empty product is the base case, and the two-factor rule moves the first matrix to the end in the induction step.

Now put $M=G_1\cdots G_N$. The chain $w_1MCw_2^T$ is a number, hence equal to its transpose. With $C^T=-C$,

$$w_1MCw_2^T=w_2C^TM^Tw_1^T=-\,w_2CM^Tw_1^T .$$

From $M'=CM^TC^{-1}$ we have $M'C=CM^T$, so the right-hand side is $-w_2M'Cw_1^T$. Expanding $M'$ gives the chain identity.

In `chain_reverse`, the step `h` is $M'C=CM^T$, and `h2` is $CM^T=-(MC)^T$, where antisymmetry enters. The remaining rewrites move the transpose from the matrix to the vectors, and `dotProduct_comm` exchanges the two vectors in the final dot product. That last step uses the fact that the components commute.

If both ends carry the same spinor $w$ and the only factor satisfies $\Gamma'=\Gamma$, the identity reads $x=-x$ for $x=w\Gamma Cw^T$, so $x=0$. This is `self_bilinear_eq_zero`, which uses a one-element list and halves the resulting equation. The unit matrix is an example of such a $\Gamma$. For anticommuting Majorana fields the exchange of components brings another sign, and it is the bilinears with $\Gamma'=-\Gamma$ that vanish.

## Reversing a propagator

Reversal is linear, so the condition on the gamma matrices gives

$$(\slashed p-m)'=\sum_\mu p_\mu\gamma^{\mu\prime}-m\,1'=-\slashed p-m .$$

The lemma `flowReverse_slash` obtains this by distributing the transpose and both multiplications by $C$ and $C^{-1}$ over the sum.

Suppose that $\slashed p-m$ is invertible. Then $S(p)(\slashed p-m)=1$, and reversing this equation exchanges the factors:

$$(-\slashed p-m)\,S(p)'=1 .$$

A square matrix with a right inverse is invertible, and the right inverse is its inverse. Hence $-\slashed p-m$ is invertible and

$$S(p)'=(-\slashed p-m)^{-1}=S(-p).$$

In `propagator_reverse` the reversed equation is called `key`. Both conclusions are read off from it: `Matrix.isUnit_det_of_right_inverse` gives invertibility, and `Matrix.inv_eq_right_inv` identifies the inverse. The existence of the reversed propagator is therefore derived from that of the original one.

## Assembling the whole line

Let $E_1,\dots,E_N$ be the values of the elements along the line. The chain identity turns their product into $E_N'\cdots E_1'$ with a minus sign. For a vertex, $E_i'$ is $\Gamma'$ by definition; for an internal fermion, it is $S(-p)$ by the propagator result. Each $E_i'$ is thus the value of the reversed element, and the product is the line read backwards.

The proof of `fermion_flow_reversal` establishes this element by element in `step`, splitting into the two kinds of element and proving regularity at the same time. The statement `hmap` extends the agreement to the whole list: applying `flowReverse C` to the values gives the same matrices as evaluating the reversed elements. Applying `chain_reverse` then yields the minus sign and the opposite order.

## The Dirac matrices as an instance

The conditions on $C$ and $\gamma^\mu$ are met by the usual four-component theory. In `diracGamma` the labels $0,1,2,3$ give the Dirac representation, and `diracC` contains the entries of $i\gamma^2\gamma^0$.

The theorem `fermion_flow_reversal_witness` checks these conditions for the explicit matrices. Multiplying out gives $C(-C)=1$, so $C$ is invertible, and comparison of entries gives $C^T=-C$. For each $\mu$, the entries also satisfy

$$C(\gamma^\mu)^T=-\gamma^\mu C .$$

Multiplication by $C^{-1}$ on the right gives $\gamma^{\mu\prime}=-\gamma^\mu$. The Lean proof compares the matrices in this form, which avoids computing $C^{-1}$ entry by entry.
